# The Rayleigh quotient of the first-order wave function in closed form

## Physical setting

A formal statement about perturbation theory has to decide what the second- and third-order energies are. They could be Taylor coefficients of an exact eigenvalue, which would require an eigenvalue branch and its smoothness in the coupling. Here they are expressions built from the first-order wave function, and the inputs are the pair of lowest-order equations that this wave function solves, intermediate normalisation and, for the reality of the energies, symmetry of the two operators. The result is then an exact algebraic identity for every real coupling.

Let H₀ be the unperturbed Hamiltonian, V the perturbation and t a real coupling, with H(t) = H₀ + tV. The bracket ⟨x, y⟩ is antilinear in x and linear in y. Inserting the expansions ψ₀ + tψ₁ + … for the state and E₀ + tE₁ + … for the energy into the eigenvalue equation and collecting orders t⁰ and t¹ gives

    H₀ψ₀ = E₀ψ₀
    H₀ψ₁ + Vψ₀ = E₀ψ₁ + E₁ψ₀

with E₀ and E₁ real. Intermediate normalisation fixes ‖ψ₀‖ = 1 and ⟨ψ₀, ψ₁⟩ = 0.

Wigner's 2n+1 rule says that the wave function through order n determines the eigenvalue through order 2n+1. These notes treat n = 1 and evaluate the energy of the first-order wave function exactly. No eigenvalue of H(t) appears in any theorem, so the step from the expressions below to the Taylor coefficients of a true level is left to ordinary perturbation theory.

## Statement

Define the trial vector φ(t), the Rayleigh quotient R of an operator A at a vector φ, the two energies, and the abbreviation N(t):

    φ(t) = ψ₀ + tψ₁
    R(A, φ) = ⟨φ, Aφ⟩ / ⟨φ, φ⟩
    E₂ = ⟨ψ₀, Vψ₁⟩
    E₃ = ⟨ψ₁, (V − E₁)ψ₁⟩
    N(t) = 1 + t²‖ψ₁‖²

The main theorem `rayleigh_trial` says that for symmetric H₀ and V the numbers E₂ and E₃ are real and, for every real t,

    R(H(t), φ(t)) = E₀ + tE₁ + (t²E₂ + t³E₃) / N(t).

The vector φ(t) is not normalised. The left side is the energy expectation value in the unit vector φ(t)/√N(t).

Three results hold without symmetry. In them E₂ and E₃ stand for the expressions above, which without symmetry need not be Taylor coefficients of an eigenvalue. The same identity is true as an equation between complex numbers (`rayleigh_trial_complex`). The quotient stays within a fourth-order bound of the cubic polynomial (`rayleigh_trial_remainder`):

    |R(H(t), φ(t)) − (E₀ + tE₁ + t²E₂ + t³E₃)| ≤ t⁴‖ψ₁‖²(|E₂| + |t||E₃|).

Finally, if a real number L satisfies L‖x‖² ≤ Re⟨x, H(t)x⟩ for every vector x at a given t, then (`variational_bound`)

    L ≤ E₀ + tE₁ + (t² Re E₂ + t³ Re E₃) / N(t).

## Derivation

Norm of the trial vector. Because t is real it comes out of both slots of the bracket without conjugation, and the cross terms vanish by orthogonality:

    ⟨φ, φ⟩ = ⟨ψ₀, ψ₀⟩ + t⟨ψ₀, ψ₁⟩ + t⟨ψ₁, ψ₀⟩ + t²⟨ψ₁, ψ₁⟩ = N(t).

Action of the Hamiltonian. Expanding in t and using the two equations,

    H(t)φ = H₀ψ₀ + t(H₀ψ₁ + Vψ₀) + t²Vψ₁
          = E₀ψ₀ + tE₀ψ₁ + tE₁ψ₀ + t²Vψ₁.

The product (E₀ + tE₁)φ contains the first three terms and the extra term t²E₁ψ₁. Adding and subtracting that term gives

    H(t)φ = (E₀ + tE₁)φ + t²(V − E₁)ψ₁.

Expectation value. The residual vector (V − E₁)ψ₁ paired with φ gives

    ⟨φ, (V − E₁)ψ₁⟩ = ⟨ψ₀, Vψ₁⟩ − E₁⟨ψ₀, ψ₁⟩ + t⟨ψ₁, (V − E₁)ψ₁⟩ = E₂ + tE₃,

so that

    ⟨φ, H(t)φ⟩ = (E₀ + tE₁)N(t) + t²E₂ + t³E₃.

Since N(t) ≥ 1, dividing by it gives the identity.

Reality. For symmetric A, real e and any vector x,

    conj⟨x, (A − e)x⟩ = ⟨(A − e)x, x⟩ = ⟨Ax, x⟩ − e⟨x, x⟩ = ⟨x, (A − e)x⟩,

where conj is complex conjugation. E₃ has this form with A = V, e = E₁ and x = ψ₁. E₂ is an off-diagonal element and has to be rewritten first. Moving V to the left and substituting Vψ₀ from the first-order equation,

    E₂ = ⟨Vψ₀, ψ₁⟩ = ⟨E₀ψ₁ + E₁ψ₀ − H₀ψ₁, ψ₁⟩
       = E₀⟨ψ₁, ψ₁⟩ − ⟨H₀ψ₁, ψ₁⟩ = −⟨ψ₁, (H₀ − E₀)ψ₁⟩,

which is minus an expression of the same form, with A = H₀ and e = E₀.

Remainder. From 1/N − 1 = −t²‖ψ₁‖²/N,

    R − (E₀ + tE₁ + t²E₂ + t³E₃) = −(t⁴‖ψ₁‖²/N(t)) (E₂ + tE₃).

The prefactor is at most t⁴‖ψ₁‖² in size because N(t) ≥ 1, and |E₂ + tE₃| ≤ |E₂| + |t||E₃|.

Lower bound. Taking x = φ in the hypothesis gives

    L N(t) ≤ (E₀ + tE₁)N(t) + t² Re E₂ + t³ Re E₃,

and N(t) is positive. The bound concerns the quotient with its denominator, and nothing is claimed for the bare cubic.

Two levels. Take real a, b, c, with H₀ = diag(0, 1), V = [[a, c], [c, b]] and ψ₀ = (1, 0), components numbered 0 and 1. Then E₀ = 0. Component 0 of the first-order equation gives E₁ = a, and component 1 together with orthogonality gives ψ₁ = (0, −c). With Vψ₁ = (−c², −bc),

    E₂ = −c²
    E₃ = (−c)(−bc + ac) = c²(b − a).

Substituting these values into the main formula, the unit vector (1, −tc)/√(1 + t²c²) has energy

    ta + t²c²(−1 + t(b − a)) / (1 + t²c²).

## What the formal version assumes

The state space `E` is a complex inner product space of any dimension, not required to be complete, and Mathlib's `⟪x, y⟫_ℂ` has the convention used above. The operators have type `E →ₗ[ℂ] E`: linear, defined on all of `E`, mapping it into itself, with no continuity asked. Matrices in a finite basis fit directly. An unbounded pair fits only when `E` is taken to be a common domain that both operators preserve, such as finite combinations of oscillator eigenstates with a polynomial perturbation.

The structure `FirstOrder H0 V ψ0 ψ1 E0 E1` collects the four conditions as the fields `unit`, `orth`, `zeroth` and `first`. Solvability of the first-order equation is assumed and not derived. `E0` and `E1` are real by type, and `E1` is whatever number makes `first` true; the formula E₁ = ⟨ψ₀, Vψ₀⟩ is neither used nor stated. The definitions `hamiltonian`, `trial`, `rayleigh`, `energy2` and `energy3` are H(t), φ(t), R, E₂ and E₃. The last three take values in ℂ, so `rayleigh_trial` states the vanishing of two imaginary parts and writes its right side with `.re`. `IsSymmetric` means ⟨Ax, y⟩ = ⟨x, Ay⟩ for all x and y in `E`, a condition on inner products; no spectral decomposition is assumed or used.

No gap is assumed, ψ₀ need not be a ground state, and E₀ may be degenerate. In the degenerate case the equations fix ψ₁ only up to eigenvectors of H₀ at E₀ orthogonal to ψ₀. The identity holds for every admissible ψ₁, while E₃ and ‖ψ₁‖ can change with the choice, so the two equations alone do not make E₃ the third-order shift there. For symmetric H₀ and V that reading holds when ψ₀ and ψ₁ are the first terms of an analytic eigenvector branch, and in the nondegenerate case the equations leave no other choice of ψ₁. In one dimension orthogonality forces ψ₁ = 0, and the formula reduces to E₀ + tE₁. In `variational_bound` the inequality for L is the hypothesis `hlow`, and the theorem does not identify L with an eigenvalue. What is said here about degeneracy, and below about electronic-structure programs, is commentary around the theorems and is not among their conclusions.

## The Lean file

```lean
import Mathlib

open scoped InnerProductSpace

namespace FirstOrderRayleighQuotient

noncomputable section

variable {E : Type*} [NormedAddCommGroup E] [InnerProductSpace ℂ E]

/-- The zeroth- and first-order Rayleigh-Schroedinger equations with real `E0`, `E1`,
unit `ψ0` and `ψ1` orthogonal to `ψ0`. -/
structure FirstOrder (H0 V : E →ₗ[ℂ] E) (ψ0 ψ1 : E) (E0 E1 : ℝ) : Prop where
  unit : ‖ψ0‖ = 1
  orth : ⟪ψ0, ψ1⟫_ℂ = 0
  zeroth : H0 ψ0 = (E0 : ℂ) • ψ0
  first : H0 ψ1 + V ψ0 = (E0 : ℂ) • ψ1 + (E1 : ℂ) • ψ0

/-- The perturbed Hamiltonian `H(t) = H0 + t V`. -/
def hamiltonian (H0 V : E →ₗ[ℂ] E) (t : ℝ) : E →ₗ[ℂ] E := H0 + (t : ℂ) • V

/-- The first-order wave function `φ(t) = ψ0 + t ψ1`. -/
def trial (ψ0 ψ1 : E) (t : ℝ) : E := ψ0 + (t : ℂ) • ψ1

/-- The Rayleigh quotient `⟨φ, A φ⟩ / ⟨φ, φ⟩`. -/
def rayleigh (A : E →ₗ[ℂ] E) (φ : E) : ℂ := ⟪φ, A φ⟫_ℂ / ⟪φ, φ⟫_ℂ

/-- The second-order energy `E2 = ⟨ψ0, V ψ1⟩`. -/
def energy2 (V : E →ₗ[ℂ] E) (ψ0 ψ1 : E) : ℂ := ⟪ψ0, V ψ1⟫_ℂ

/-- The third-order energy expression `E3 = ⟨ψ1, (V - E1) ψ1⟩`. -/
def energy3 (V : E →ₗ[ℂ] E) (ψ1 : E) (E1 : ℝ) : ℂ := ⟪ψ1, V ψ1 - (E1 : ℂ) • ψ1⟫_ℂ

variable {H0 V : E →ₗ[ℂ] E} {ψ0 ψ1 : E} {E0 E1 : ℝ}

/-- The first-order wave function has `⟨φ, φ⟩ = 1 + t² ‖ψ1‖²`. -/
theorem inner_trial_self (h : FirstOrder H0 V ψ0 ψ1 E0 E1) (t : ℝ) :
    ⟪trial ψ0 ψ1 t, trial ψ0 ψ1 t⟫_ℂ = ((1 + t ^ 2 * ‖ψ1‖ ^ 2 : ℝ) : ℂ) := by
  have h00 : ⟪ψ0, ψ0⟫_ℂ = 1 := by
    rw [inner_self_eq_norm_sq_to_K, h.unit]
    simp
  have h11 : ⟪ψ1, ψ1⟫_ℂ = ((‖ψ1‖ : ℝ) : ℂ) ^ 2 := inner_self_eq_norm_sq_to_K (𝕜 := ℂ) ψ1
  have h10 : ⟪ψ1, ψ0⟫_ℂ = 0 := inner_eq_zero_symm.mp h.orth
  simp only [trial, inner_add_left, inner_add_right, inner_smul_left, inner_smul_right,
    h00, h11, h10, h.orth, Complex.conj_ofReal]
  push_cast
  ring

/-- Action of `H(t)` on `φ(t)`: `H(t) φ = (E0 + t E1) φ + t² (V - E1) ψ1`. -/
theorem hamiltonian_trial (h : FirstOrder H0 V ψ0 ψ1 E0 E1) (t : ℝ) :
    hamiltonian H0 V t (trial ψ0 ψ1 t) =
      ((E0 : ℂ) + t * E1) • trial ψ0 ψ1 t + (t : ℂ) ^ 2 • (V ψ1 - (E1 : ℂ) • ψ1) := by
  simp only [hamiltonian, trial, LinearMap.add_apply, LinearMap.smul_apply, map_add, map_smul]
  -- zeroth-order equation plus `t` times the first-order equation
  linear_combination (norm := module) h.zeroth + (t : ℂ) • h.first

/-- The unnormalised expectation value:
`⟨φ, H(t) φ⟩ = (E0 + t E1)(1 + t² ‖ψ1‖²) + t² E2 + t³ E3`. -/
theorem expectation_trial (h : FirstOrder H0 V ψ0 ψ1 E0 E1) (t : ℝ) :
    ⟪trial ψ0 ψ1 t, hamiltonian H0 V t (trial ψ0 ψ1 t)⟫_ℂ =
      ((E0 : ℂ) + t * E1) * ((1 + t ^ 2 * ‖ψ1‖ ^ 2 : ℝ) : ℂ)
        + ((t : ℂ) ^ 2 * energy2 V ψ0 ψ1 + (t : ℂ) ^ 3 * energy3 V ψ1 E1) := by
  -- the residual paired with `φ`; the term `E1 ⟨ψ0, ψ1⟩` drops out
  have hres : ⟪trial ψ0 ψ1 t, V ψ1 - (E1 : ℂ) • ψ1⟫_ℂ =
      energy2 V ψ0 ψ1 + t * energy3 V ψ1 E1 := by
    simp only [trial, energy2, energy3, inner_add_left, inner_smul_left, inner_sub_right,
      inner_smul_right, h.orth, Complex.conj_ofReal]
    ring
  rw [hamiltonian_trial h, inner_add_right, inner_smul_right, inner_smul_right,
    inner_trial_self h, hres]
  ring

/-- For arbitrary linear `H0`, `V`, the Rayleigh quotient of `φ(t)` for `H(t)` is the complex
number `E0 + t E1 + (t² E2 + t³ E3) / (1 + t² ‖ψ1‖²)`. -/
theorem rayleigh_trial_complex (h : FirstOrder H0 V ψ0 ψ1 E0 E1) (t : ℝ) :
    rayleigh (hamiltonian H0 V t) (trial ψ0 ψ1 t) =
      (E0 : ℂ) + t * E1 + ((t : ℂ) ^ 2 * energy2 V ψ0 ψ1 + (t : ℂ) ^ 3 * energy3 V ψ1 E1)
        / ((1 + t ^ 2 * ‖ψ1‖ ^ 2 : ℝ) : ℂ) := by
  have hpos : (0 : ℝ) < 1 + t ^ 2 * ‖ψ1‖ ^ 2 := by positivity
  have hN : ((1 + t ^ 2 * ‖ψ1‖ ^ 2 : ℝ) : ℂ) ≠ 0 := Complex.ofReal_ne_zero.mpr hpos.ne'
  rw [rayleigh, expectation_trial h, inner_trial_self h]
  generalize ((1 + t ^ 2 * ‖ψ1‖ ^ 2 : ℝ) : ℂ) = N at hN ⊢
  field_simp

/-- For a symmetric operator `A` and real `e`, `⟨x, (A - e) x⟩` is real. -/
theorem shifted_expectation_real {A : E →ₗ[ℂ] E} (hA : A.IsSymmetric) (e : ℝ) (x : E) :
    (⟪x, A x - (e : ℂ) • x⟫_ℂ).im = 0 := by
  apply Complex.conj_eq_iff_im.mp
  rw [inner_conj_symm]
  simp only [inner_sub_left, inner_sub_right, inner_smul_left, inner_smul_right,
    Complex.conj_ofReal, hA x x]

/-- For symmetric `H0` and `V`, `E2 = -⟨ψ1, (H0 - E0) ψ1⟩`. -/
theorem energy2_eq (hH : H0.IsSymmetric) (hV : V.IsSymmetric)
    (h : FirstOrder H0 V ψ0 ψ1 E0 E1) :
    energy2 V ψ0 ψ1 = -⟪ψ1, H0 ψ1 - (E0 : ℂ) • ψ1⟫_ℂ := by
  have hV0 : V ψ0 = (E0 : ℂ) • ψ1 + (E1 : ℂ) • ψ0 - H0 ψ1 := by
    rw [← h.first]
    abel
  -- move `V` onto `ψ0` and use the first-order equation
  rw [energy2, ← hV ψ0 ψ1, hV0]
  simp only [inner_sub_left, inner_add_left, inner_smul_left, inner_sub_right,
    inner_smul_right, Complex.conj_ofReal, h.orth, hH ψ1 ψ1]
  ring

/-- For symmetric `H0` and `V`, the energies `E2`, `E3` are real and the Rayleigh quotient of
`ψ0 + t ψ1` for `H0 + t V` is the real number `E0 + t E1 + (t² E2 + t³ E3) / (1 + t² ‖ψ1‖²)`. -/
theorem rayleigh_trial (hH : H0.IsSymmetric) (hV : V.IsSymmetric)
    (h : FirstOrder H0 V ψ0 ψ1 E0 E1) (t : ℝ) :
    (energy2 V ψ0 ψ1).im = 0 ∧ (energy3 V ψ1 E1).im = 0 ∧
    rayleigh (hamiltonian H0 V t) (trial ψ0 ψ1 t) =
      ((E0 + t * E1 + (t ^ 2 * (energy2 V ψ0 ψ1).re + t ^ 3 * (energy3 V ψ1 E1).re)
        / (1 + t ^ 2 * ‖ψ1‖ ^ 2) : ℝ) : ℂ) := by
  have h2 : (energy2 V ψ0 ψ1).im = 0 := by
    rw [energy2_eq hH hV h, Complex.neg_im, shifted_expectation_real hH, neg_zero]
  have h3 : (energy3 V ψ1 E1).im = 0 := shifted_expectation_real hV E1 ψ1
  have e2 : (((energy2 V ψ0 ψ1).re : ℝ) : ℂ) = energy2 V ψ0 ψ1 :=
    Complex.ext (by simp) (by simp [h2])
  have e3 : (((energy3 V ψ1 E1).re : ℝ) : ℂ) = energy3 V ψ1 E1 :=
    Complex.ext (by simp) (by simp [h3])
  refine ⟨h2, h3, ?_⟩
  rw [rayleigh_trial_complex h]
  push_cast
  rw [e2, e3]

/-- The Rayleigh quotient of `φ(t)` differs from `E0 + t E1 + t² E2 + t³ E3` by at most
`t⁴ ‖ψ1‖² (|E2| + |t| |E3|)`. -/
theorem rayleigh_trial_remainder (h : FirstOrder H0 V ψ0 ψ1 E0 E1) (t : ℝ) :
    ‖rayleigh (hamiltonian H0 V t) (trial ψ0 ψ1 t) - ((E0 : ℂ) + t * E1
        + (t : ℂ) ^ 2 * energy2 V ψ0 ψ1 + (t : ℂ) ^ 3 * energy3 V ψ1 E1)‖
      ≤ t ^ 4 * ‖ψ1‖ ^ 2 * (‖energy2 V ψ0 ψ1‖ + |t| * ‖energy3 V ψ1 E1‖) := by
  rw [rayleigh_trial_complex h]
  generalize energy2 V ψ0 ψ1 = a
  generalize energy3 V ψ1 E1 = b
  generalize ‖ψ1‖ = n
  have hpos : (0 : ℝ) < 1 + t ^ 2 * n ^ 2 := by positivity
  have hN : (1 + (t : ℂ) ^ 2 * (n : ℂ) ^ 2) ≠ 0 := by exact_mod_cast hpos.ne'
  -- exact form of the remainder
  have key : (E0 : ℂ) + t * E1 + ((t : ℂ) ^ 2 * a + (t : ℂ) ^ 3 * b)
        / ((1 + t ^ 2 * n ^ 2 : ℝ) : ℂ)
      - ((E0 : ℂ) + t * E1 + (t : ℂ) ^ 2 * a + (t : ℂ) ^ 3 * b)
      = ((t ^ 4 * n ^ 2 / (1 + t ^ 2 * n ^ 2) : ℝ) : ℂ) * (-(a + t * b)) := by
    push_cast
    field_simp
    ring
  have h0 : (0 : ℝ) ≤ t ^ 4 * n ^ 2 / (1 + t ^ 2 * n ^ 2) := by positivity
  have h1 : t ^ 4 * n ^ 2 / (1 + t ^ 2 * n ^ 2) ≤ t ^ 4 * n ^ 2 :=
    div_le_self (by positivity) (le_add_of_nonneg_right (by positivity))
  have h2 : ‖a + t * b‖ ≤ ‖a‖ + |t| * ‖b‖ := by
    calc ‖a + t * b‖ ≤ ‖a‖ + ‖(t : ℂ) * b‖ := norm_add_le _ _
      _ = ‖a‖ + |t| * ‖b‖ := by rw [norm_mul, Complex.norm_real, Real.norm_eq_abs]
  rw [key, norm_mul, norm_neg, Complex.norm_real, Real.norm_of_nonneg h0]
  exact mul_le_mul h1 h2 (norm_nonneg _) (by positivity)

/-- If `L ‖x‖² ≤ Re ⟨x, H(t) x⟩` for all `x`, then
`L ≤ E0 + t E1 + (t² Re E2 + t³ Re E3) / (1 + t² ‖ψ1‖²)`. -/
theorem variational_bound (h : FirstOrder H0 V ψ0 ψ1 E0 E1) (t L : ℝ)
    (hlow : ∀ x, L * ‖x‖ ^ 2 ≤ (⟪x, hamiltonian H0 V t x⟫_ℂ).re) :
    L ≤ E0 + t * E1 + (t ^ 2 * (energy2 V ψ0 ψ1).re + t ^ 3 * (energy3 V ψ1 E1).re)
        / (1 + t ^ 2 * ‖ψ1‖ ^ 2) := by
  have hpos : (0 : ℝ) < 1 + t ^ 2 * ‖ψ1‖ ^ 2 := by positivity
  have hc : ((‖trial ψ0 ψ1 t‖ : ℝ) : ℂ) ^ 2 = ((1 + t ^ 2 * ‖ψ1‖ ^ 2 : ℝ) : ℂ) :=
    (inner_self_eq_norm_sq_to_K (𝕜 := ℂ) (trial ψ0 ψ1 t)).symm.trans (inner_trial_self h t)
  have hn : ‖trial ψ0 ψ1 t‖ ^ 2 = 1 + t ^ 2 * ‖ψ1‖ ^ 2 := by exact_mod_cast hc
  have hb := hlow (trial ψ0 ψ1 t)
  rw [hn, expectation_trial h] at hb
  simp only [← Complex.ofReal_pow, ← Complex.ofReal_mul, ← Complex.ofReal_add,
    Complex.add_re, Complex.ofReal_re, Complex.re_ofReal_mul] at hb
  rw [← sub_le_iff_le_add', le_div_iff₀ hpos]
  nlinarith [hb]

/-- The two-level operator with real diagonal entries `a`, `b` and real coupling `c`. -/
def twoLevel (a b c : ℝ) : EuclideanSpace ℂ (Fin 2) →ₗ[ℂ] EuclideanSpace ℂ (Fin 2) where
  toFun x := !₂[a * x 0 + c * x 1, c * x 0 + b * x 1]
  map_add' x y := by ext i; fin_cases i <;> simp <;> ring
  map_smul' r x := by ext i; fin_cases i <;> simp <;> ring

/-- The two-level system `H0 = diag(0, 1)`, `V = [[a, c], [c, b]]` is symmetric and solves the
first-order equations with `ψ1 = (0, -c)`, `E1 = a`; it has `E2 = -c²`, `E3 = c² (b - a)`. -/
theorem firstOrder_witness (a b c : ℝ) :
    (twoLevel 0 1 0).IsSymmetric ∧ (twoLevel a b c).IsSymmetric ∧
    FirstOrder (twoLevel 0 1 0) (twoLevel a b c) !₂[1, 0] !₂[0, -(c : ℂ)] 0 a ∧
    energy2 (twoLevel a b c) !₂[1, 0] !₂[0, -(c : ℂ)] = -(c : ℂ) ^ 2 ∧
    energy3 (twoLevel a b c) !₂[0, -(c : ℂ)] a = (c : ℂ) ^ 2 * (b - a) := by
  have hs : ∀ p q r : ℝ, (twoLevel p q r).IsSymmetric := by
    intro p q r x y
    simp [twoLevel, PiLp.inner_apply, Fin.sum_univ_two]
    ring
  refine ⟨hs _ _ _, hs _ _ _, ⟨?_, ?_, ?_, ?_⟩, ?_, ?_⟩
  · simp [EuclideanSpace.norm_eq, Fin.sum_univ_two]
  · simp [PiLp.inner_apply, Fin.sum_univ_two]
  · ext i; fin_cases i <;> simp [twoLevel]
  · ext i; fin_cases i <;> simp [twoLevel]
  · simp [energy2, twoLevel, PiLp.inner_apply, Fin.sum_univ_two]
    ring
  · rw [energy3, PiLp.inner_apply, Fin.sum_univ_two]
    simp [twoLevel]
    ring

end

end FirstOrderRayleighQuotient
```

```lean
#print axioms FirstOrderRayleighQuotient.rayleigh_trial
#print axioms FirstOrderRayleighQuotient.rayleigh_trial_remainder
#print axioms FirstOrderRayleighQuotient.variational_bound
```

```
'FirstOrderRayleighQuotient.rayleigh_trial' depends on axioms: [propext, Classical.choice, Quot.sound]
'FirstOrderRayleighQuotient.rayleigh_trial_remainder' depends on axioms: [propext, Classical.choice, Quot.sound]
'FirstOrderRayleighQuotient.variational_bound' depends on axioms: [propext, Classical.choice, Quot.sound]
```

## Notes on the proof

`inner_trial_self` first records ⟨ψ₀, ψ₀⟩ = 1, ⟨ψ₁, ψ₁⟩ = ‖ψ₁‖² and ⟨ψ₁, ψ₀⟩ = 0 as `h00`, `h11` and `h10`. The `simp only` call expands the bracket into the four terms of the derivation, and `Complex.conj_ofReal` is the place where the reality of t enters.

`hamiltonian_trial` expands H(t)φ by linearity. The step `linear_combination (norm := module) h.zeroth + (t : ℂ) • h.first` says that the goal is the zeroth-order equation plus t times the first-order equation, and `module` confirms this by comparing the coefficients of each vector. Neither orthogonality nor normalisation is used.

In `expectation_trial` the auxiliary `hres` is the pairing ⟨φ, (V − E₁)ψ₁⟩ = E₂ + tE₃, with `h.orth` removing E₁⟨ψ₀, ψ₁⟩. The two previous lemmas and `ring` finish it. `rayleigh_trial_complex` gets N(t) > 0 from `positivity`, replaces N(t) by a single nonzero variable with `generalize`, and clears the denominator with `field_simp`.

`shifted_expectation_real` reduces a vanishing imaginary part to invariance under conjugation, swaps the slots with `inner_conj_symm`, and applies symmetry once as `hA x x`. `energy2_eq` isolates Vψ₀ in `hV0`, moves V to the left with `← hV ψ0 ψ1`, and moves H₀ back to the right with `hH ψ1 ψ1`. `rayleigh_trial` combines these into `h2` and `h3`. The facts `e2` and `e3` say that each energy equals its real part, which turns the complex identity into the real one.

`rayleigh_trial_remainder` renames E₂, E₃ and ‖ψ₁‖ as `a`, `b` and `n`. The equation `key` is the exact remainder, `h1` drops the denominator, `h2` is the triangle inequality, and `mul_le_mul` multiplies the two bounds. `variational_bound` applies `hlow` to φ, inserts ‖φ‖² = N(t) from `hn` and the expectation value, takes real parts, and multiplies the goal through by N(t) with `le_div_iff₀`. What remains is a rearrangement of `hb`.

`twoLevel a b c` is the matrix [[a, c], [c, b]] acting on components `x 0` and `x 1`, so H₀ is `twoLevel 0 1 0`. `firstOrder_witness` proves symmetry once for all real entries in `hs` and checks the four fields and both energies by components. Both E₂ and E₃ are nonzero there when c ≠ 0 and a ≠ b.

## In a calculation

For a nondegenerate E₀ in a finite basis, a program computes E₁ = ⟨ψ₀, Vψ₀⟩ and solves the linear system

    (H₀ − E₀)ψ₁ = −(V − E₁)ψ₀

on the vectors orthogonal to ψ₀, by dividing by energy differences when H₀ is diagonal and otherwise directly or, for large bases, iteratively. One further product σ = Vψ₁ then supplies both energies through inner products:

    E₂ = ⟨ψ₀, σ⟩
    E₃ = ⟨ψ₁, σ⟩ − E₁‖ψ₁‖².

No second-order vector is formed. Møller–Plesset theory in a finite orbital basis, with a closed-shell or unrestricted Hartree–Fock reference and a nondegenerate E₀, has this structure: ψ₁ holds the first-order double-excitation amplitudes, and the second- and third-order energies are both contracted from them. At t = 1 the numbers E₂, E₃ and ‖ψ₁‖², together with E₀ + E₁, give the expectation value of the full Hamiltonian in the normalised first-order state. The identity takes the first-order equation as exact, so with an iteratively converged ψ₁ the two sides agree only up to terms set by the solver's residual.
